# The mean pair number exp(−π(m² + p²)/f) lies strictly between 0 and 1 for positive field strength f and transverse momentum p

In a constant, uniform electric field, the mean number of pairs created from the vacuum in a single mode (fixed momentum and spin state) is exp(−π(m² + p²)/f). Here m is the mass of the particle, p is the size of its momentum transverse to the field, and f is the size of the charge times the field, in units with ħ = c = 1. The file takes this formula as a definition. The lemma states that for f > 0 and p > 0 this number is greater than zero and less than one; m may be any real number, zero included. The attempt proves the two bounds separately. The lower one is the positivity of the exponential, and the upper one is to follow from the exponent being negative.

In Lean, a first try:

```lean
import Mathlib

open MeasureTheory Set Filter
open scoped Real Topology

namespace OccupationMemIoo

noncomputable section

/-- Mean number of pairs created in a mode of transverse momentum `p`, for mass `m` and
field strength `f > 0` (charge times electric field, natural units). -/
def occupation (m f p : ℝ) : ℝ := Real.exp (-(π * (m ^ 2 + p ^ 2) / f))

/-- For `f > 0` and `p > 0` the occupation lies strictly between zero and one. -/
theorem occupation_mem_Ioo (m : ℝ) {f p : ℝ} (hf : 0 < f) (hp : 0 < p) :
    occupation m f p ∈ Ioo (0 : ℝ) 1 :=
  ⟨Real.exp_pos _, Real.exp_lt_one (neg_lt_zero.mpr (by positivity))⟩

end

end OccupationMemIoo
```

Lean reports:

```
Main.lean:17:19: error(lean.unknownIdentifier): Unknown constant `Real.exp_lt_one`
```

Diagnosis. The message says that Lean knows no constant called `Real.exp_lt_one`. The attempt calls on it for the upper bound, as a lemma that takes a proof that the exponent is negative and returns a proof that the exponential is less than one. With no such lemma to apply, the second half of the pair cannot be built.

The repair uses `Real.exp_lt_one_iff`, which does exist and states the same fact as an equivalence: `Real.exp x < 1` holds exactly when `x < 0`. Because it is an equivalence, it can't be applied directly to the proof of negativity; `.mpr` picks out the direction from `x < 0` to `Real.exp x < 1`. The argument itself is unchanged: `positivity` shows that π(m² + p²)/f is positive, and `neg_lt_zero.mpr` turns that into the negativity of the exponent.

After these edits no error is left:

```diff
@@ -15,5 +15,5 @@
 theorem occupation_mem_Ioo (m : ℝ) {f p : ℝ} (hf : 0 < f) (hp : 0 < p) :
     occupation m f p ∈ Ioo (0 : ℝ) 1 :=
-  ⟨Real.exp_pos _, Real.exp_lt_one (neg_lt_zero.mpr (by positivity))⟩
+  ⟨Real.exp_pos _, Real.exp_lt_one_iff.mpr (neg_lt_zero.mpr (by positivity))⟩
 
 end
```
